# Strong Momentum-Conserving Collisions That Relax the Heat Current Suppress the Lorenz Ratio as \(1/s\)

If the heat conductivity of a metal is estimated from its electrical conductivity with a fixed Lorenz ratio, strong momentum-conserving collisions between electrons can make the estimate too large: they relax the heat current, but not an electric current proportional to the momentum. In the finite, linearised model below, the error factor grows in proportion to the collision strength once the collisions are strong.

## Electrical and heat conductivity under strong collisions

Let a real vector describe the deviation from equilibrium over finitely many states. The collision operator is

\[
C(s)=gI+sB,\qquad g>0,\quad s\ge 0 .
\]

The rate \(g\) stands for momentum-relaxing scattering, such as that from impurities, taken equal for all states. Unlike impurities, \(gI\) also relaxes the particle number and the energy. This does not affect the currents, which are odd under reversal of momentum, as long as the collisions do not mix odd and even deviations. The matrix \(B\) describes collisions that conserve the momentum \(p\neq0\), so \(Bp=0\). It is symmetric and positive semidefinite: collisions never produce negative entropy. The heat current is \(q=By\neq0\), which for symmetric \(B\) means that it is orthogonal to every conserved vector. In a parabolic band the heat current, velocity times the energy measured from the chemical potential, generally also has a part along \(p\). Here \(q\) is what remains without that part, which does not change the Lorenz ratio, as explained below.

For \(x\neq0\), \(\langle x,Cx\rangle=g\langle x,x\rangle+s\langle x,Bx\rangle>0\), so \(C\) is invertible. Since \(Cp=gp\),

\[
\langle u,C^{-1}p\rangle=\langle u,p\rangle/g \quad\text{for every } u .
\]

The electric current is taken to be \(p\) itself, as for a single parabolic band with charge and mass set to one; the temperature is set to one as well. The electrical conductivity \(\langle p,C^{-1}p\rangle\) is therefore \(\langle p,p\rangle/g\) for all \(s\ge0\). For this \(q\) the thermoelectric coefficient vanishes, because \(\langle q,p\rangle=\langle y,Bp\rangle=0\).

For the heat response \(\kappa(s)=\langle q,C^{-1}q\rangle\), put \(w=C^{-1}y\). As \(B\) commutes with \(C\), \(C(Bw)=By\), and so \(\kappa=\langle By,Bw\rangle\). Inserting \(y=gw+sBw\) gives

\[
\begin{aligned}
\langle y,By\rangle-s\kappa&=g^2\langle w,Bw\rangle+gs\langle Bw,Bw\rangle\ \ge 0,\\
g\langle y,y\rangle-s\bigl(\langle y,By\rangle-s\kappa\bigr)&=g^3\langle w,w\rangle+g^2s\langle w,Bw\rangle\ \ge 0 .
\end{aligned}
\]

For \(s>0\) the gap \(\langle y,By\rangle-s\kappa\) thus lies between \(0\) and \(g\langle y,y\rangle/s\), and \(s\kappa(s)\to\langle y,By\rangle\). Dividing by the electrical conductivity, the Lorenz ratio \(L(s)\) obeys

\[
sL(s)\to \frac{g\langle y,By\rangle}{\langle p,p\rangle}.
\]

The limit is positive. With \(x=C(1)^{-1}q\neq0\), \(\kappa(1)=\langle x,C(1)x\rangle>0\), and the first bound at \(s=1\) gives \(\langle y,By\rangle\ge\kappa(1)\).

## The transport model in Lean

The states are indexed by a finite type `n`; `*ᵥ` applies a matrix to a vector, and `⬝ᵥ` is the unweighted dot product. The thermal weight of each state, minus the energy derivative of the Fermi function, therefore enters through its square root in the components of \(p\) and \(q\).

```lean
import Mathlib

open Matrix Filter Topology

namespace HydrodynamicLorenz

noncomputable section

variable {n : Type*} [Fintype n] [DecidableEq n]
```

The operator \(C(s)\) and the transport coefficients \(\langle u,C^{-1}v\rangle\) follow.

```lean
/-- The collision operator `g + s B`: momentum-relaxing scattering at rate `g` and
collisions described by `B` with strength `s`. -/
def collision (g s : ℝ) (B : Matrix n n ℝ) : Matrix n n ℝ :=
  g • (1 : Matrix n n ℝ) + s • B

/-- The transport coefficient `⟨u, C⁻¹ v⟩` of the current `u` driven by the source `v`,
for an invertible collision operator `C = g + s B`. -/
def response (g s : ℝ) (B : Matrix n n ℝ) (u v : n → ℝ) : ℝ :=
  u ⬝ᵥ ((collision g s B)⁻¹ *ᵥ v)
```

The Lorenz ratio uses the heat conductivity at zero electric current, with charge and temperature set to one.

```lean
/-- The Lorenz ratio for the electric current `p` and the heat current `q`, with charge and
temperature set to one: the heat conductivity at zero electric current over the electrical
conductivity. Its domain is an invertible collision operator and a nonzero electrical conductivity.
-/
def lorenz (g s : ℝ) (B : Matrix n n ℝ) (p q : n → ℝ) : ℝ :=
  (response g s B q q - response g s B q p * response g s B p q / response g s B p p)
    / response g s B p p
```

Leaving out the subtracted term is harmless only because \(q\perp p\). For \(q=By+\alpha p\) with \(\alpha\ne0\), the bare response \(\langle q,C^{-1}q\rangle\) tends to \(\alpha^2\langle p,p\rangle/g\) instead of zero, and the suppression seems to disappear. With the subtracted term, \(\alpha\) drops out and the Lorenz ratio is the same as for \(q=By\).

## Solving the transport equation

The first lemma expands \(Cx\). The second excludes a null vector of \(C\) through the quadratic form, then shows that any solution of \(Cx=v\) gives the response as \(\langle u,x\rangle\). Later proofs need only exhibit solutions.

```lean
/-- The collision operator acts on a distribution `x` as `g x + s B x`. -/
theorem collision_mulVec (g s : ℝ) (B : Matrix n n ℝ) (x : n → ℝ) :
    collision g s B *ᵥ x = g • x + s • (B *ᵥ x) := by
  rw [collision, Matrix.add_mulVec, Matrix.smul_mulVec, Matrix.smul_mulVec,
    Matrix.one_mulVec]

/-- For `g > 0`, `s ≥ 0` and a positive semidefinite form of `B`, the linearised transport
equation `C x = v` has a solution, and it gives the response `⟨u, x⟩` for every current `u`. -/
theorem exists_solution {g s : ℝ} {B : Matrix n n ℝ} (hg : 0 < g) (hs : 0 ≤ s)
    (hpos : ∀ x, 0 ≤ x ⬝ᵥ (B *ᵥ x)) :
    (∀ v, ∃ x, collision g s B *ᵥ x = v) ∧
      ∀ u v x, collision g s B *ᵥ x = v → response g s B u v = u ⬝ᵥ x := by
  -- a null vector of `C` would have a vanishing quadratic form
  have hdet : (collision g s B).det ≠ 0 := by
    intro h
    obtain ⟨v, hv, h0⟩ := Matrix.exists_mulVec_eq_zero_iff.mpr h
    have h1 : v ⬝ᵥ (collision g s B *ᵥ v) = 0 := by rw [h0, dotProduct_zero]
    rw [collision_mulVec, dotProduct_add, dotProduct_smul, dotProduct_smul,
      smul_eq_mul, smul_eq_mul] at h1
    have h2 : 0 < v ⬝ᵥ v :=
      lt_of_le_of_ne (Finset.sum_nonneg fun i _ => mul_self_nonneg (v i))
        (Ne.symm (mt dotProduct_self_eq_zero.mp hv))
    linarith [mul_pos hg h2, mul_nonneg hs (hpos v)]
  have hunit : IsUnit (collision g s B).det := isUnit_iff_ne_zero.mpr hdet
  constructor
  · intro v
    exact ⟨(collision g s B)⁻¹ *ᵥ v, by
      rw [Matrix.mulVec_mulVec, Matrix.mul_nonsing_inv _ hunit, Matrix.one_mulVec]⟩
  · intro u v x h
    subst h
    rw [response, Matrix.mulVec_mulVec, Matrix.nonsing_inv_mul _ hunit, Matrix.one_mulVec]
```

For the source \(p\) the solution is \(p/g\).

```lean
/-- If the positive semidefinite collisions `B` conserve `p`, the response of any current `u` to the
source `p` is `⟨u, p⟩ / g`, for every collision strength `s ≥ 0` and `g > 0`. With `u = p` as the
electric current, this is the electrical conductivity. -/
theorem response_conserved {g s : ℝ} {B : Matrix n n ℝ} {p : n → ℝ} (hg : 0 < g)
    (hs : 0 ≤ s) (hpos : ∀ x, 0 ≤ x ⬝ᵥ (B *ᵥ x)) (hp : B *ᵥ p = 0) (u : n → ℝ) :
    response g s B u p = (u ⬝ᵥ p) / g := by
  have h : collision g s B *ᵥ (g⁻¹ • p) = p := by
    rw [collision_mulVec, Matrix.mulVec_smul, hp, smul_zero, smul_zero, add_zero,
      smul_smul, mul_inv_cancel₀ hg.ne', one_smul]
  rw [(exists_solution hg hs hpos).2 u p _ h, dotProduct_smul, smul_eq_mul]
  ring
```

Positivity of a diagonal response comes from writing it as \(\langle x,Cx\rangle\). Up to here the symmetry of \(B\) is not used.

```lean
/-- For `g > 0` and `s ≥ 0`, every nonzero current `v` has a strictly positive diagonal
response when `B` has a positive semidefinite form. -/
theorem response_self_pos {g s : ℝ} {B : Matrix n n ℝ} {v : n → ℝ} (hg : 0 < g)
    (hs : 0 ≤ s) (hpos : ∀ x, 0 ≤ x ⬝ᵥ (B *ᵥ x)) (hv : v ≠ 0) :
    0 < response g s B v v := by
  obtain ⟨x, hx⟩ := (exists_solution hg hs hpos).1 v
  have hx0 : x ≠ 0 := by
    intro h
    apply hv
    rw [← hx, h, Matrix.mulVec_zero]
  have h2 : 0 < x ⬝ᵥ x :=
    lt_of_le_of_ne (Finset.sum_nonneg fun i _ => mul_self_nonneg (x i))
      (Ne.symm (mt dotProduct_self_eq_zero.mp hx0))
  rw [(exists_solution hg hs hpos).2 v v x hx, dotProduct_comm, ← hx, collision_mulVec,
    dotProduct_add, dotProduct_smul, dotProduct_smul, smul_eq_mul, smul_eq_mul]
  linarith [mul_pos hg h2, mul_nonneg hs (hpos x)]
```

## Finite-strength bounds and the limit

Here `hBw` is the commutation step and `e1` moves \(B\) across the product by symmetry. The products passed to `nlinarith` are the nonnegative terms on the right of the two identities above.

```lean
/-- Bounds at finite collision strength `s ≥ 0`, for `g > 0` and `B` symmetric positive
semidefinite: `s` times the response of the heat current `B y` is at most `⟨y, B y⟩`, and `s` times
the gap is at most `g ⟨y, y⟩`. -/
theorem heat_response_bounds {g s : ℝ} {B : Matrix n n ℝ} (hg : 0 < g) (hs : 0 ≤ s)
    (hB : B.IsSymm) (hpos : ∀ x, 0 ≤ x ⬝ᵥ (B *ᵥ x)) (y : n → ℝ) :
    0 ≤ y ⬝ᵥ (B *ᵥ y) - s * response g s B (B *ᵥ y) (B *ᵥ y) ∧
      s * (y ⬝ᵥ (B *ᵥ y) - s * response g s B (B *ᵥ y) (B *ᵥ y)) ≤ g * (y ⬝ᵥ y) := by
  obtain ⟨w, hw⟩ := (exists_solution hg hs hpos).1 y
  -- `B` commutes with `C`, so `B w` solves the transport equation with source `B y`
  have hBw : collision g s B *ᵥ (B *ᵥ w) = B *ᵥ y := by
    rw [← hw]
    simp only [collision_mulVec, Matrix.mulVec_add, Matrix.mulVec_smul]
  rw [(exists_solution hg hs hpos).2 _ _ _ hBw, ← hw, collision_mulVec]
  have e1 : w ⬝ᵥ (B *ᵥ (B *ᵥ w)) = (B *ᵥ w) ⬝ᵥ (B *ᵥ w) := by
    rw [Matrix.dotProduct_mulVec, ← Matrix.mulVec_transpose, hB.eq]
  have e2 : (B *ᵥ w) ⬝ᵥ w = w ⬝ᵥ (B *ᵥ w) := dotProduct_comm _ _
  have e3 : (B *ᵥ (B *ᵥ w)) ⬝ᵥ (B *ᵥ w) = (B *ᵥ w) ⬝ᵥ (B *ᵥ (B *ᵥ w)) :=
    dotProduct_comm _ _
  simp only [Matrix.mulVec_add, Matrix.mulVec_smul, add_dotProduct, dotProduct_add,
    smul_dotProduct, dotProduct_smul, smul_eq_mul, e1, e2, e3]
  have ha : 0 ≤ w ⬝ᵥ w := Finset.sum_nonneg fun i _ => mul_self_nonneg (w i)
  have hc : 0 ≤ (B *ᵥ w) ⬝ᵥ (B *ᵥ w) :=
    Finset.sum_nonneg fun i _ => mul_self_nonneg ((B *ᵥ w) i)
  have hb := hpos w
  constructor
  · nlinarith [mul_nonneg (mul_nonneg hg.le hg.le) hb, mul_nonneg (mul_nonneg hg.le hs) hc]
  · nlinarith [mul_nonneg (mul_nonneg (mul_nonneg hg.le hg.le) hg.le) ha,
      mul_nonneg (mul_nonneg (mul_nonneg hg.le hg.le) hs) hb]
```

The limit follows by squeezing \(s\kappa(s)\) between \(\langle y,By\rangle-g\langle y,y\rangle/s\) and \(\langle y,By\rangle\).

```lean
/-- For `g > 0` and `B` symmetric positive semidefinite, `s` times the response of the heat
current `B y` tends to `⟨y, B y⟩` as the collision strength `s` grows. -/
theorem tendsto_heat_response {g : ℝ} {B : Matrix n n ℝ} (hg : 0 < g)
    (hB : B.IsSymm) (hpos : ∀ x, 0 ≤ x ⬝ᵥ (B *ᵥ x)) (y : n → ℝ) :
    Tendsto (fun s : ℝ => s * response g s B (B *ᵥ y) (B *ᵥ y)) atTop
      (𝓝 (y ⬝ᵥ (B *ᵥ y))) := by
  have h : Tendsto (fun s : ℝ => g * (y ⬝ᵥ y) / s) atTop (𝓝 0) :=
    tendsto_const_nhds.div_atTop tendsto_id
  have h' := h.const_sub (y ⬝ᵥ (B *ᵥ y))
  rw [sub_zero] at h'
  refine tendsto_of_tendsto_of_tendsto_of_le_of_le' h' tendsto_const_nhds ?_ ?_
  · filter_upwards [eventually_gt_atTop (0 : ℝ)] with s hs
    have h1 : y ⬝ᵥ (B *ᵥ y) - s * response g s B (B *ᵥ y) (B *ᵥ y) ≤ g * (y ⬝ᵥ y) / s := by
      rw [le_div_iff₀ hs, mul_comm]
      exact (heat_response_bounds hg hs.le hB hpos y).2
    linarith
  · filter_upwards [eventually_ge_atTop (0 : ℝ)] with s hs
    linarith [(heat_response_bounds hg hs hB hpos y).1]
```

The main theorem states both the positivity of the constant and the convergence of `s * lorenz g s B p (B *ᵥ y)`. In its proof, `horth` removes the thermoelectric term, and `response_conserved` supplies the constant denominator.

```lean
/-- Let `g > 0` and let the symmetric positive semidefinite collisions `B` conserve the nonzero
momentum `p`, which is also the electric current. For a nonzero heat current `B y`, `s` times the
Lorenz ratio tends to the strictly positive constant `g ⟨y, B y⟩ / ⟨p, p⟩` as the collision strength
`s` grows. -/
theorem lorenz_suppression {g : ℝ} {B : Matrix n n ℝ} {p y : n → ℝ} (hg : 0 < g)
    (hB : B.IsSymm) (hpos : ∀ x, 0 ≤ x ⬝ᵥ (B *ᵥ x)) (hp : B *ᵥ p = 0) (hp0 : p ≠ 0)
    (hq : B *ᵥ y ≠ 0) :
    0 < g * (y ⬝ᵥ (B *ᵥ y)) / (p ⬝ᵥ p) ∧
      Tendsto (fun s : ℝ => s * lorenz g s B p (B *ᵥ y)) atTop
        (𝓝 (g * (y ⬝ᵥ (B *ᵥ y)) / (p ⬝ᵥ p))) := by
  constructor
  · have h1 := response_self_pos hg zero_le_one hpos hq
    have h2 := (heat_response_bounds hg zero_le_one hB hpos y).1
    have h3 : 0 < y ⬝ᵥ (B *ᵥ y) := by linarith
    have h4 : 0 < p ⬝ᵥ p :=
      lt_of_le_of_ne (Finset.sum_nonneg fun i _ => mul_self_nonneg (p i))
        (Ne.symm (mt dotProduct_self_eq_zero.mp hp0))
    positivity
  · -- the heat current is orthogonal to the conserved momentum
    have horth : (B *ᵥ y) ⬝ᵥ p = 0 := by
      rw [dotProduct_comm, Matrix.dotProduct_mulVec, ← Matrix.mulVec_transpose, hB.eq, hp,
        zero_dotProduct]
    have h := (tendsto_heat_response hg hB hpos y).mul_const (g / (p ⬝ᵥ p))
    have e : y ⬝ᵥ (B *ᵥ y) * (g / (p ⬝ᵥ p)) = g * (y ⬝ᵥ (B *ᵥ y)) / (p ⬝ᵥ p) := by ring
    rw [e] at h
    refine h.congr' ?_
    filter_upwards [eventually_ge_atTop (0 : ℝ)] with s hs
    rw [lorenz, response_conserved hg hs hpos hp (B *ᵥ y),
      response_conserved hg hs hpos hp p, horth, zero_div, zero_mul, zero_div, sub_zero,
      div_div_eq_mul_div]
    ring
```

A three-state matrix satisfies all conditions on \(B\), \(p\) and \(y\) at once. It serves only as a consistency example: it does not conserve particle number, which is the vector \((1,1,1)\) for equally weighted states, and \(By=(1,0,1)\) is even under reversal of momentum, while a heat current is odd.

```lean
/-- A three-state collision matrix that is symmetric, positive semidefinite, conserves the
momentum `(1, 0, -1)` and gives a nonzero `B y` for `y = (1, 0, 0)`. -/
theorem lorenz_suppression_witness :
    let B : Matrix (Fin 3) (Fin 3) ℝ := !![1, 0, 1; 0, 2, 0; 1, 0, 1]
    B.IsSymm ∧ (∀ x, 0 ≤ x ⬝ᵥ (B *ᵥ x)) ∧ B *ᵥ ![1, 0, -1] = 0 ∧
      (![1, 0, -1] : Fin 3 → ℝ) ≠ 0 ∧ B *ᵥ ![1, 0, 0] ≠ 0 := by
  intro B
  refine ⟨?_, ?_, ?_, ?_, ?_⟩
  · apply Matrix.IsSymm.ext
    intro i j
    fin_cases i <;> fin_cases j <;> simp [B]
  · intro x
    have h : x ⬝ᵥ (B *ᵥ x) = (x 0 + x 2) ^ 2 + 2 * x 1 ^ 2 := by
      simp [B, Matrix.mulVec, dotProduct, Fin.sum_univ_three]
      ring
    rw [h]
    positivity
  · ext i
    fin_cases i <;> simp [B, Matrix.mulVec, dotProduct, Fin.sum_univ_three]
  · intro h
    have h0 := congrFun h 0
    simp at h0
  · intro h
    have h0 := congrFun h 0
    simp [B, Matrix.mulVec, dotProduct, Fin.sum_univ_three] at h0

end

end HydrodynamicLorenz
```

```lean
#print axioms HydrodynamicLorenz.lorenz_suppression
```

```
'HydrodynamicLorenz.lorenz_suppression' depends on axioms: [propext, Classical.choice, Quot.sound]
```
